# In a symmetric one-particle dimer with hopping t, potential shifts ±a on one site overestimate the inverse response by at most a²/(2t)

In the linear-response approach, the Hubbard U of a localised subspace is a difference of two inverse responses. A simple way to estimate an inverse response is to shift the potential on the subspace by a small amount in each direction, record the occupation each time, and divide the potential difference by the occupation difference. The shift must be large enough for the occupations to differ by more than their convergence error, and small enough for the response to stay linear. For one non-interacting particle on two sites that have equal energies before the shift, the error caused by a finite shift can be computed exactly.

Let t > 0 be the hopping amplitude and x the potential on the first site, so that

H(x) = [[x, −t], [−t, 0]].

Let n(x) be the probability of finding the particle on the first site in a normalised ground state. For shifts ±a with a > 0, the inverse finite-difference response is

R(a) = −2a / (n(a) − n(−a)) = 2√(a² + 4t²).

The minus sign makes R positive, since raising the potential lowers the occupation. The exact value is −1/n′(0) = 4t, and

0 < R(a) − 4t ≤ a²/(2t).

The relative error is therefore at most a²/(8t²), which is 0.125 % for a = 0.1t.

## From the energy bound to the occupation

Number the sites 0 and 1, as the code does, and let v = (v₀, v₁) be a unit vector with complex amplitudes. Write n = |v₀|², p = 2n − 1 and q = 2 Re(v₀* v₁). The energy is

E = x|v₀|² − 2t Re(v₀* v₁) = x(1 + p)/2 − tq.

Since |v₁|² = 1 − n, we have q² ≤ 4|v₀|²|v₁|² = 4n(1 − n) = 1 − p², hence p² + q² ≤ 1.

Put s = √(x² + 4t²). Expanding, and using s² − x² = 4t², gives

4s(E − (x − s)/2) − (sp + x)²
= 2s² − 4stq − s²p² − x²
= s²(1 − p² − q²) + (sq − 2t)² ≥ 0.

Thus

(sp + x)² ≤ 4s(E − (x − s)/2).

No unit vector has energy below (x − s)/2, and one that reaches this value must satisfy sp = −x.

The value is reached. Because s > |x|, we may take v₀ = √((1 − x/s)/2) and v₁ = √((1 + x/s)/2). These are normalised, and

v₀v₁ = ½√(1 − x²/s²) = t/s,

E = x(1 − x/s)/2 − 2t²/s = x/2 − (x² + 4t²)/(2s) = (x − s)/2.

Every ground vector therefore has

n(x) = ½(1 − x/√(x² + 4t²)).

## The finite difference and its error

In this section, s is taken at x = ±a, so s = √(a² + 4t²), which is the same for both shifts. Subtraction gives n(a) − n(−a) = −a/s, so R(a) = 2s. Differentiating n(x) gives

n′(x) = −2t²/(x² + 4t²)^(3/2), and so n′(0) = −1/(4t).

Since a > 0, s > 2t and R(a) > 4t. With a² = (s − 2t)(s + 2t),

a²/(2t) − (2s − 4t) = (s − 2t)²/(2t) ≥ 0,

which is the upper bound on the error. In the other direction,

2s − 4t − a²/(2t) + a⁴/(32t³)
= (s − 2t)²[(s + 2t)² − 16t²]/(32t³)
= (s − 2t)³(s + 6t)/(32t³) ≥ 0.

The error thus lies between a²/(2t) − a⁴/(32t³) and a²/(2t), so the coefficient of a² is sharp. Finally, R(a)² − (2a)² = 16t², so in this model a single finite shift already determines 4t exactly.

## The dimer and its ground vectors in Lean

```lean
import Mathlib

open Matrix

namespace LinearResponseDimer

noncomputable section
```

The Hamiltonian is a complex 2 × 2 matrix with real parameters. Both `t` and `x` are energies in the same unit, and the second site sets the zero of potential.

```lean
/-- Two-site Hamiltonian with hopping `t` and a potential shift `x` on the first site. -/
def dimer (t x : ℝ) : Matrix (Fin 2) (Fin 2) ℂ :=
  !![(x : ℂ), -(t : ℂ); -(t : ℂ), 0]
```

The energy is the expectation value v†Hv. Taking the real part loses nothing here, because the matrix is Hermitian.

```lean
/-- Real part of `v†Hv`, which is the energy expectation value when `H` is Hermitian and `v` is
normalised. -/
def energy (H : Matrix (Fin 2) (Fin 2) ℂ) (v : Fin 2 → ℂ) : ℝ :=
  (star v ⬝ᵥ (H *ᵥ v)).re
```

The function `weight` is the occupation n, with index `0` for the first site. It gives a probability only for normalised vectors, so normalisation is a separate condition.

```lean
/-- Weight of the state `v` on the first site. -/
def weight (v : Fin 2 → ℂ) : ℝ := Complex.normSq (v 0)

/-- The state `v` is normalised. -/
def IsUnitVec (v : Fin 2 → ℂ) : Prop :=
  Complex.normSq (v 0) + Complex.normSq (v 1) = 1
```

A ground vector is defined variationally, as a unit vector whose energy is no higher than that of any other unit vector.

```lean
/-- A ground vector is a unit vector of least energy among all unit vectors. -/
def IsGround (H : Matrix (Fin 2) (Fin 2) ℂ) (v : Fin 2 → ℂ) : Prop :=
  IsUnitVec v ∧ ∀ w, IsUnitVec w → energy H v ≤ energy H w
```

A ground vector could also have been defined as a normalised eigenvector for the lowest eigenvalue. For this Hermitian matrix that describes the same states and leaves the response unchanged, but the proof would then start from the eigenvalue equation instead of an energy inequality.

The next definitions are s, which is the gap between the two energy levels, and the inverse central difference R for an arbitrary occupation function `n`.

```lean
/-- The energy scale `√(x² + 4t²)` of the dimer. -/
def splitting (t x : ℝ) : ℝ := Real.sqrt (x ^ 2 + 4 * t ^ 2)

/-- Minus the inverse of the central-difference response of an occupation `n` to potential shifts
`±a`. -/
def invResponse (n : ℝ → ℝ) (a : ℝ) : ℝ := -(2 * a) / (n a - n (-a))
```

The explicit state has the two real amplitudes found above.

```lean
/-- An explicit state of the dimer with real, non-negative amplitudes. -/
def groundVec (t x : ℝ) : Fin 2 → ℂ :=
  ![((Real.sqrt ((1 - x / splitting t x) / 2) : ℝ) : ℂ),
    ((Real.sqrt ((1 + x / splitting t x) / 2) : ℝ) : ℂ)]
```

## The variational inequality and the explicit state

Two short lemmas record that s is positive and that s² = x² + 4t².

```lean
lemma splitting_pos {t : ℝ} (ht : 0 < t) (x : ℝ) : 0 < splitting t x :=
  Real.sqrt_pos.2 (by positivity)

lemma splitting_sq (t x : ℝ) : splitting t x ^ 2 = x ^ 2 + 4 * t ^ 2 :=
  Real.sq_sqrt (by positivity)
```

The matrix expression for the energy is then expanded into real and imaginary parts; the bracket multiplying 2t is Re(v₀* v₁).

```lean
/-- The energy is the potential energy on the first site plus the hopping energy. -/
lemma energy_dimer (t x : ℝ) (v : Fin 2 → ℂ) :
    energy (dimer t x) v = x * Complex.normSq (v 0)
      - 2 * t * ((v 0).re * (v 1).re + (v 0).im * (v 1).im) := by
  simp [energy, dimer, Matrix.mulVec, dotProduct, Fin.sum_univ_two, Complex.normSq_apply]
  ring
```

The central inequality holds for every unit vector, ground state or not. In its proof `a`, `b`, `c`, `d` stand for the real and imaginary parts of v₀ and v₁, so `a` is not the shift. The step `h2` is |v₀|²|v₁|² = n(1 − n), and `hb` is p² + q² ≤ 1, obtained from the square of Im(v₀* v₁). The last `nlinarith` receives the two non-negative terms of the hand calculation, s²(1 − p² − q²) and (sq − 2t)².

```lean
/-- For every unit vector, the energy above `(x - s)/2`, with `s = √(x² + 4t²)`, bounds the
deviation of the first-site weight `n` from the relation `s (2n - 1) = -x`. -/
theorem energy_excess (t x : ℝ) (ht : 0 < t) (v : Fin 2 → ℂ) (hv : IsUnitVec v) :
    (splitting t x * (2 * weight v - 1) + x) ^ 2
      ≤ 4 * splitting t x * (energy (dimer t x) v - (x - splitting t x) / 2) := by
  have hs := splitting_pos ht x
  have hs2 := splitting_sq t x
  rw [energy_dimer]
  unfold IsUnitVec at hv
  unfold weight
  simp only [Complex.normSq_apply] at hv ⊢
  generalize (v 0).re = a at *
  generalize (v 0).im = b at *
  generalize (v 1).re = c at *
  generalize (v 1).im = d at *
  generalize splitting t x = s at *
  -- polarisation and coherence lie in the unit disc
  have h2 : (a * a + b * b) * (c * c + d * d) = (a * a + b * b) * (1 - (a * a + b * b)) := by
    linear_combination (a * a + b * b) * hv
  have hb : (2 * (a * a + b * b) - 1) ^ 2 + (2 * (a * c + b * d)) ^ 2 ≤ 1 := by
    nlinarith [sq_nonneg (a * d - b * c)]
  nlinarith [mul_nonneg (sq_nonneg s) (sub_nonneg.2 hb),
    sq_nonneg (s * (2 * (a * c + b * d)) - 2 * t)]
```

For the explicit state, `hA` and `hB` show that the numbers under the square roots are non-negative, and `hAB` is the product v₀v₁ = t/s. Normalisation and the energy then follow by algebra.

```lean
/-- The explicit state is normalised and has energy `(x - √(x² + 4t²))/2`. -/
lemma groundVec_energy (t x : ℝ) (ht : 0 < t) :
    IsUnitVec (groundVec t x) ∧
      energy (dimer t x) (groundVec t x) = (x - splitting t x) / 2 := by
  have hs := splitting_pos ht x
  have hs2 := splitting_sq t x
  have e0 : groundVec t x 0 = ((Real.sqrt ((1 - x / splitting t x) / 2) : ℝ) : ℂ) := rfl
  have e1 : groundVec t x 1 = ((Real.sqrt ((1 + x / splitting t x) / 2) : ℝ) : ℂ) := rfl
  rw [energy_dimer]
  unfold IsUnitVec
  rw [e0, e1]
  simp only [Complex.normSq_ofReal, Complex.ofReal_re, Complex.ofReal_im]
  generalize splitting t x = s at *
  have hx1 : x ≤ s := by nlinarith [sq_nonneg t]
  have hx2 : -x ≤ s := by nlinarith [sq_nonneg t]
  have hA : 0 ≤ (1 - x / s) / 2 := by
    have : x / s ≤ 1 := (div_le_one hs).2 hx1
    linarith
  have hB : 0 ≤ (1 + x / s) / 2 := by
    have h : -x / s ≤ 1 := (div_le_one hs).2 hx2
    rw [neg_div] at h
    linarith
  have hpq : (x / s) ^ 2 + 4 * (t / s) ^ 2 = 1 := by
    field_simp
    linarith
  have hE : x * (x / s) + 4 * t * (t / s) = s := by
    field_simp
    linarith
  -- the product of the two amplitudes is `t / s`
  have hAB : Real.sqrt ((1 - x / s) / 2) * Real.sqrt ((1 + x / s) / 2) = t / s := by
    rw [← Real.sqrt_mul hA]
    have h : (1 - x / s) / 2 * ((1 + x / s) / 2) = (t / s) ^ 2 := by
      linear_combination (-1 / 4) * hpq
    rw [h, Real.sqrt_sq (by positivity)]
  rw [Real.mul_self_sqrt hA, Real.mul_self_sqrt hB, hAB]
  constructor
  · ring
  · linear_combination (-1 / 2) * hE
```

Since the left side of the central inequality is a square, the energy of any unit vector is at least (x − s)/2. The explicit state attains this value and is therefore a ground vector.

```lean
/-- The explicit state is a ground vector of the dimer. -/
theorem isGround_witness (t x : ℝ) (ht : 0 < t) :
    IsGround (dimer t x) (groundVec t x) := by
  refine ⟨(groundVec_energy t x ht).1, fun w hw => ?_⟩
  rw [(groundVec_energy t x ht).2]
  have h := (sq_nonneg _).trans (energy_excess t x ht w hw)
  have hs := splitting_pos ht x
  have h' := nonneg_of_mul_nonneg_right h (by positivity)
  linarith
```

Conversely, any ground vector has energy no higher than the explicit state. The square in the inequality is then at most zero, which forces sp = −x.

```lean
/-- In every ground vector the first-site weight `n` obeys `√(x² + 4t²) (2n - 1) = -x`. -/
theorem ground_polarisation (t x : ℝ) (ht : 0 < t) (v : Fin 2 → ℂ)
    (hv : IsGround (dimer t x) v) :
    splitting t x * (2 * weight v - 1) = -x := by
  have hE := hv.2 _ (groundVec_energy t x ht).1
  rw [(groundVec_energy t x ht).2] at hE
  have h := energy_excess t x ht v hv.1
  have h0 : (splitting t x * (2 * weight v - 1) + x) ^ 2 ≤ 0 := by
    nlinarith [mul_nonneg (splitting_pos ht x).le (sub_nonneg.2 hE)]
  have h1 := (pow_eq_zero_iff two_ne_zero).1 (le_antisymm h0 (sq_nonneg _))
  linarith
```

## The response at zero shift and at finite shift

The remaining theorems take a function `ψ` that assigns a ground vector to each potential `x`. Its phase may jump arbitrarily from one potential to the next, because only the weight enters. The explicit state shows that such a function exists. The model has no interaction and no self-consistent screening, so these theorems concern a single response function and not U itself, which is a difference of two inverse responses.

The first theorem says that the weight is differentiable at zero shift with slope −1/(4t). The step `hfun` replaces the weight by its closed form, and the quotient rule does the rest; the derivative of s vanishes at x = 0.

```lean
/-- The exact linear response of the first-site weight at zero shift is `-1/(4t)`. -/
theorem true_response (t : ℝ) (ht : 0 < t) (ψ : ℝ → Fin 2 → ℂ)
    (hψ : ∀ x, IsGround (dimer t x) (ψ x)) :
    HasDerivAt (fun x => weight (ψ x)) (-(1 / (4 * t))) 0 := by
  have hfun : (fun x => weight (ψ x)) = fun x => (1 - x / splitting t x) / 2 := by
    funext x
    have h := ground_polarisation t x ht _ (hψ x)
    have hs := (splitting_pos ht x).ne'
    have h' : 2 * weight (ψ x) - 1 = -x / splitting t x := by
      rw [eq_div_iff hs]
      linarith
    rw [neg_div] at h'
    linarith
  have h0 : splitting t 0 = 2 * t := by
    have h : (0 : ℝ) ^ 2 + 4 * t ^ 2 = (2 * t) ^ 2 := by ring
    rw [splitting, h, Real.sqrt_sq (by positivity)]
  have hne : (0 : ℝ) ^ 2 + 4 * t ^ 2 ≠ 0 := by positivity
  have h1 : HasDerivAt (fun y : ℝ => y ^ 2 + 4 * t ^ 2) 0 0 :=
    ((hasDerivAt_pow 2 (0 : ℝ)).add_const (4 * t ^ 2)).congr_deriv (by simp)
  have h2 : HasDerivAt (fun y => splitting t y) 0 0 :=
    (h1.sqrt hne).congr_deriv (by simp)
  have h3 := (hasDerivAt_id' (0 : ℝ)).fun_div h2 (splitting_pos ht 0).ne'
  rw [hfun]
  refine ((h3.const_sub 1).div_const 2).congr_deriv ?_
  simp only [one_mul, mul_zero, sub_zero]
  rw [h0]
  field_simp
  ring
```

For the finite difference, the relation sp = −x is used at `a` and at `-a`. The step `hneg` says that s is the same at both, and `hd` is the occupation difference −a/s.

```lean
/-- The inverse finite-difference response with shifts `±a` is `2√(a² + 4t²)`. -/
theorem invResponse_eq (t a : ℝ) (ht : 0 < t) (ha : 0 < a) (ψ : ℝ → Fin 2 → ℂ)
    (hψ : ∀ x, IsGround (dimer t x) (ψ x)) :
    invResponse (fun x => weight (ψ x)) a = 2 * Real.sqrt (a ^ 2 + 4 * t ^ 2) := by
  change _ = 2 * splitting t a
  have hs := splitting_pos ht a
  have h1 := ground_polarisation t a ht _ (hψ a)
  have h2 := ground_polarisation t (-a) ht _ (hψ (-a))
  have hneg : splitting t (-a) = splitting t a := by simp [splitting]
  rw [hneg] at h2
  have hd : weight (ψ a) - weight (ψ (-a)) = -a / splitting t a := by
    rw [eq_div_iff hs.ne']
    linear_combination (h1 - h2) / 2
  simp only [invResponse]
  rw [hd]
  field_simp
```

The error theorem has three parts: R exceeds 4t, the excess is at most a²/(2t), and it is at least a²/(2t) − a⁴/(32t³). The identities `up` and `low` are the two factorisations derived above, and `positivity` supplies the signs of their right-hand sides.

```lean
/-- The inverse finite-difference response is larger than `4t`, by at most `a²/(2t)` and by at
least `a²/(2t) - a⁴/(32t³)`. -/
theorem invResponse_error (t a : ℝ) (ht : 0 < t) (ha : 0 < a) (ψ : ℝ → Fin 2 → ℂ)
    (hψ : ∀ x, IsGround (dimer t x) (ψ x)) :
    4 * t < invResponse (fun x => weight (ψ x)) a ∧
    invResponse (fun x => weight (ψ x)) a - 4 * t ≤ a ^ 2 / (2 * t) ∧
    a ^ 2 / (2 * t) - a ^ 4 / (32 * t ^ 3)
      ≤ invResponse (fun x => weight (ψ x)) a - 4 * t := by
  have hR : invResponse (fun x => weight (ψ x)) a = 2 * splitting t a :=
    invResponse_eq t a ht ha ψ hψ
  rw [hR]
  have hs := splitting_pos ht a
  have hs2 := splitting_sq t a
  generalize splitting t a = s at *
  have hlt : 2 * t < s := by nlinarith [pow_pos ha 2]
  have ha2 : a ^ 2 = s ^ 2 - 4 * t ^ 2 := by linarith
  have ha4 : a ^ 4 = (s ^ 2 - 4 * t ^ 2) ^ 2 := by rw [← ha2]; ring
  -- both error bounds are exact identities with a remainder of definite sign
  have up : a ^ 2 / (2 * t) - (2 * s - 4 * t) = (s - 2 * t) ^ 2 / (2 * t) := by
    rw [ha2]
    field_simp
    ring
  have low : 2 * s - 4 * t - (a ^ 2 / (2 * t) - a ^ 4 / (32 * t ^ 3))
      = (s - 2 * t) ^ 3 * (s + 6 * t) / (32 * t ^ 3) := by
    rw [ha4, ha2]
    field_simp
    ring
  have hup : 0 ≤ (s - 2 * t) ^ 2 / (2 * t) := by positivity
  have hd : 0 < s - 2 * t := sub_pos.2 hlt
  have hlow : 0 ≤ (s - 2 * t) ^ 3 * (s + 6 * t) / (32 * t ^ 3) := by positivity
  exact ⟨by linarith, by linarith, by linarith⟩
```

The last theorem recovers 4t from one finite shift of any size. It relies on the closed form of R for this dimer, so it is not a general correction for computed occupations.

```lean
/-- The value `4t` follows from the inverse response `R` at one finite shift `a` as
`√(R² - (2a)²)`. -/
theorem exact_from_finite_step (t a : ℝ) (ht : 0 < t) (ha : 0 < a) (ψ : ℝ → Fin 2 → ℂ)
    (hψ : ∀ x, IsGround (dimer t x) (ψ x)) :
    Real.sqrt (invResponse (fun x => weight (ψ x)) a ^ 2 - (2 * a) ^ 2) = 4 * t := by
  have hR : invResponse (fun x => weight (ψ x)) a = 2 * splitting t a :=
    invResponse_eq t a ht ha ψ hψ
  have h : (2 * splitting t a) ^ 2 - (2 * a) ^ 2 = (4 * t) ^ 2 := by
    linear_combination 4 * splitting_sq t a
  rw [hR, h, Real.sqrt_sq (by positivity)]

end

end LinearResponseDimer
```

```lean
#print axioms LinearResponseDimer.true_response
#print axioms LinearResponseDimer.invResponse_error
#print axioms LinearResponseDimer.exact_from_finite_step
```

```
'LinearResponseDimer.true_response' depends on axioms: [propext, Classical.choice, Quot.sound]
'LinearResponseDimer.invResponse_error' depends on axioms: [propext, Classical.choice, Quot.sound]
'LinearResponseDimer.exact_from_finite_step' depends on axioms: [propext, Classical.choice, Quot.sound]
```
